# The tree-level Compton trace and the Klein–Nishina factor

A photon of momentum $k$ scatters off a free electron of momentum $p$ and mass $m$; they leave with $k'$ and $p'$. Take $\hbar=c=1$ and metric signature $(+,-,-,-)$, and leave the factor $e^2$, with $e$ the electron charge, out of the amplitude. On shell, with momentum conserved and $A=p\cdot k$, $B=p\cdot k'$ nonzero, one quarter of the contracted amplitude trace is

$$F=2\left[\frac AB+\frac BA+2m^2\left(\frac1A-\frac1B\right)+m^4\left(\frac1A-\frac1B\right)^2\right].$$

In Lean 4 with Mathlib:

```lean
import Mathlib

open Matrix

noncomputable section

namespace ComptonScattering

/-- Complex 4 by 4 matrices acting on Dirac spinors. -/
abbrev DMat := Matrix (Fin 4) (Fin 4) ℂ
```

These matrices act on spinors.

```lean
/-- The diagonal of the Minkowski metric, with signature (+,-,-,-). -/
def eta : Fin 4 → ℂ := ![1, -1, -1, -1]
```

`eta μ` is the diagonal entry $\eta_{\mu\mu}$.

```lean
/-- The Minkowski product of two four-vectors. -/
def mdot (a b : Fin 4 → ℂ) : ℂ := ∑ μ, eta μ * a μ * b μ
```

This is $a\cdot b$, without conjugation; components may be complex.

```lean
/-- The Clifford relation: the anticommutator of two Dirac matrices is twice the metric. -/
def IsDirac (γ : Fin 4 → DMat) : Prop :=
  ∀ μ ν, γ μ * γ ν + γ ν * γ μ = (if μ = ν then 2 * eta μ else 0) • (1 : DMat)
```

$\{\gamma^\mu,\gamma^\nu\}=2\eta^{\mu\nu}$ is all that is assumed of $\gamma$.

```lean
/-- The slashed vector, `a` contracted with the Dirac matrices. -/
def slash (γ : Fin 4 → DMat) (a : Fin 4 → ℂ) : DMat := ∑ μ, (eta μ * a μ) • γ μ
```

$\not a=a_\mu\gamma^\mu$.

```lean
/-- The contraction of a matrix `X` between two Dirac matrices, `γ^μ X γ_μ`. -/
def contract (γ : Fin 4 → DMat) : DMat →ₗ[ℂ] DMat where
  toFun X := ∑ μ, eta μ • (γ μ * X * γ μ)
  map_add' X Y := by
    simp only [mul_add, add_mul, smul_add, Finset.sum_add_distrib]
  map_smul' c X := by
    simp only [mul_smul_comm, smul_mul_assoc, Finset.smul_sum, RingHom.id_apply]
    exact Finset.sum_congr rfl fun μ _ => smul_comm _ _ _
```

$C(X)=\gamma^\mu X\gamma_\mu$, with its linearity.

```lean
/-- The amplitude `G^(μν)`: absorption first minus emission first. Its domain is
`p.k ≠ 0` and `p.k' ≠ 0`. -/
def amp (γ : Fin 4 → DMat) (p k k' : Fin 4 → ℂ) (m : ℂ) (μ ν : Fin 4) : DMat :=
  (1 / (2 * mdot p k)) • (γ μ * (slash γ (p + k) + m • 1) * γ ν)
    - (1 / (2 * mdot p k')) • (γ ν * (slash γ (p - k') + m • 1) * γ μ)
```

$$G^{\mu\nu}=\frac{\gamma^\mu(\not p+\not k+m)\gamma^\nu}{2A}-\frac{\gamma^\nu(\not p-\not k'+m)\gamma^\mu}{2B}$$

```lean
/-- The amplitude with the matrices of each term in reversed order. Its domain is
`p.k ≠ 0` and `p.k' ≠ 0`. -/
def ampRev (γ : Fin 4 → DMat) (p k k' : Fin 4 → ℂ) (m : ℂ) (μ ν : Fin 4) : DMat :=
  (1 / (2 * mdot p k)) • (γ ν * (slash γ (p + k) + m • 1) * γ μ)
    - (1 / (2 * mdot p k')) • (γ μ * (slash γ (p - k') + m • 1) * γ ν)
```

$\tilde G^{\mu\nu}$ reverses each product.

```lean
/-- One quarter of the trace of `(slash p' + m) G (slash p + m) G̃`, where `G` is the amplitude and
`G̃` its reversal, summed over both photon indices with the metric. Its domain is `p.k ≠ 0` and
`p.k' ≠ 0`. -/
def spinAverage (γ : Fin 4 → DMat) (p k p' k' : Fin 4 → ℂ) (m : ℂ) : ℂ :=
  (1 / 4) * ∑ μ, ∑ ν, eta μ * eta ν * trace ((slash γ p' + m • 1) * amp γ p k k' m μ ν *
    (slash γ p + m • 1) * ampRev γ p k k' m μ ν)
```

$F=\frac14\mathrm{Tr}[(\not p'+m)G^{\mu\nu}(\not p+m)\tilde G_{\mu\nu}]$. Despite its name, `spinAverage` includes photon polarisations. For physical (real, on-shell, conserved) momenta it equals $|M|^2/e^4$, averaged over initial and summed over final spins and polarisations. Here $M$ is the tree-level amplitude, with electron spinors normalised so that their spin sum is $\not p+m$, and $e$ is in Heaviside–Lorentz units. The spin and polarisation sums behind this identification are taken from QED and not proved here.

```lean
variable {γ : Fin 4 → DMat}

theorem eta_sq (μ : Fin 4) : eta μ * eta μ = 1 := by
  fin_cases μ <;> simp [eta]
```

Signs square to one.

```lean
/-- Moving a Dirac matrix past a slashed vector costs a sign and twice a component. -/
theorem gamma_slash (h : IsDirac γ) (μ : Fin 4) (a : Fin 4 → ℂ) :
    γ μ * slash γ a = (2 * a μ) • (1 : DMat) - slash γ a * γ μ := by
  rw [eq_sub_iff_add_eq]
  unfold slash
  rw [Finset.mul_sum, Finset.sum_mul, ← Finset.sum_add_distrib]
  have e : ∀ ν, γ μ * ((eta ν * a ν) • γ ν) + ((eta ν * a ν) • γ ν) * γ μ
      = (eta ν * a ν * (if μ = ν then 2 * eta μ else 0)) • (1 : DMat) := by
    intro ν
    rw [mul_smul_comm, smul_mul_assoc, ← smul_add, h μ ν, smul_smul]
  simp only [e]
  rw [← Finset.sum_smul, Finset.sum_eq_single μ]
  · rw [if_pos rfl]
    congr 1
    linear_combination (2 * a μ) * eta_sq μ
  · intro ν _ hν
    rw [if_neg (Ne.symm hν), mul_zero]
  · simp
```

The Clifford relation gives $\gamma^\mu\not a=2a^\mu-\not a\gamma^\mu$.

```lean
/-- The anticommutator of two slashed vectors is twice their Minkowski product. -/
theorem slash_anticomm (h : IsDirac γ) (a b : Fin 4 → ℂ) :
    slash γ a * slash γ b + slash γ b * slash γ a = (2 * mdot a b) • (1 : DMat) := by
  have e1 : slash γ a * slash γ b = ∑ μ, (eta μ * a μ) • (γ μ * slash γ b) := by
    change (∑ μ, (eta μ * a μ) • γ μ) * slash γ b = _
    simp only [Finset.sum_mul, smul_mul_assoc]
  have e2 : slash γ b * slash γ a = ∑ μ, (eta μ * a μ) • (slash γ b * γ μ) := by
    change slash γ b * (∑ μ, (eta μ * a μ) • γ μ) = _
    simp only [Finset.mul_sum, mul_smul_comm]
  rw [e1, e2, ← Finset.sum_add_distrib, mdot, Finset.mul_sum, Finset.sum_smul]
  refine Finset.sum_congr rfl fun μ _ => ?_
  rw [gamma_slash h]
  module
```

Contracting with $b_\mu$ gives $\not a\not b+\not b\not a=2a\cdot b$.

```lean
/-- The contractions of no, one, two and three slashed vectors between Dirac matrices. -/
theorem contract_products (h : IsDirac γ) :
    contract γ 1 = (4 : ℂ) • (1 : DMat) ∧
    (∀ a, contract γ (slash γ a) = (-2 : ℂ) • slash γ a) ∧
    (∀ a b, contract γ (slash γ a * slash γ b) = (4 * mdot a b) • (1 : DMat)) ∧
    (∀ a b c, contract γ (slash γ a * slash γ b * slash γ c)
      = (-2 : ℂ) • (slash γ c * slash γ b * slash γ a)) := by
  -- recursion: pull the first slashed vector out of the contraction
  have rec1 : ∀ a X, contract γ (slash γ a * X)
      = (2 : ℂ) • (X * slash γ a) - slash γ a * contract γ X := by
    intro a X
    have e1 : X * slash γ a = ∑ μ, (eta μ * a μ) • (X * γ μ) := by
      simp only [slash, Finset.mul_sum, mul_smul_comm]
    change ∑ μ, eta μ • (γ μ * (slash γ a * X) * γ μ)
      = (2 : ℂ) • (X * slash γ a) - slash γ a * ∑ μ, eta μ • (γ μ * X * γ μ)
    rw [e1, Finset.smul_sum, Finset.mul_sum, ← Finset.sum_sub_distrib]
    refine Finset.sum_congr rfl fun μ _ => ?_
    have e2 : γ μ * (slash γ a * X) * γ μ
        = (2 * a μ) • (X * γ μ) - slash γ a * (γ μ * X * γ μ) := by
      rw [← mul_assoc, gamma_slash h, sub_mul, sub_mul, smul_mul_assoc, smul_mul_assoc,
        one_mul]
      simp only [mul_assoc]
    rw [e2, mul_smul_comm]
    module
  have h1 : contract γ 1 = (4 : ℂ) • (1 : DMat) := by
    have hsq : ∀ μ, γ μ * γ μ = eta μ • (1 : DMat) := by
      intro μ
      have e := h μ μ
      rw [if_pos rfl] at e
      linear_combination (norm := module) (1 / 2 : ℂ) • e
    change ∑ μ, eta μ • (γ μ * 1 * γ μ) = _
    simp only [mul_one, hsq, smul_smul, eta_sq]
    rw [Fin.sum_univ_four]
    module
  have h2 : ∀ a, contract γ (slash γ a) = (-2 : ℂ) • slash γ a := by
    intro a
    have e := rec1 a 1
    rw [mul_one, one_mul, h1, mul_smul_comm, mul_one] at e
    rw [e]
    module
  have h3 : ∀ a b, contract γ (slash γ a * slash γ b) = (4 * mdot a b) • (1 : DMat) := by
    intro a b
    rw [rec1, h2, mul_smul_comm]
    linear_combination (norm := module) (2 : ℂ) • slash_anticomm h a b
  refine ⟨h1, h2, h3, fun a b c => ?_⟩
  have e := congrArg (· * slash γ a) (slash_anticomm h b c)
  simp only [add_mul, smul_mul_assoc, one_mul] at e
  rw [mul_assoc, rec1, h3, mul_smul_comm, mul_one]
  linear_combination (norm := module) (2 : ℂ) • e
```

`rec1` is $C(\not aX)=2X\not a-\not aC(X)$. From $C(1)=4$ follow $C(\not a)=-2\not a$, $C(\not a\not b)=4a\cdot b$ and $C(\not a\not b\not c)=-2\not c\not b\not a$.

```lean
/-- Traces of one and of three slashed vectors vanish; that of two is four times their
Minkowski product. -/
theorem trace_products (h : IsDirac γ) :
    (∀ a, trace (slash γ a) = 0) ∧
    (∀ a b, trace (slash γ a * slash γ b) = 4 * mdot a b) ∧
    (∀ a b c, trace (slash γ a * slash γ b * slash γ c) = 0) := by
  obtain ⟨h1, h2, -, h4⟩ := contract_products h
  -- by cyclicity, contraction multiplies every trace by four
  have hc : ∀ X, trace (contract γ X) = 4 * trace X := by
    intro X
    have e : trace (contract γ X) = trace (contract γ 1 * X) := by
      change trace (∑ μ, eta μ • (γ μ * X * γ μ))
        = trace ((∑ μ, eta μ • (γ μ * 1 * γ μ)) * X)
      rw [Finset.sum_mul, trace_sum, trace_sum]
      refine Finset.sum_congr rfl fun μ _ => ?_
      rw [smul_mul_assoc, trace_smul, trace_smul, mul_one, trace_mul_cycle]
    rw [e, h1, smul_mul_assoc, one_mul, trace_smul, smul_eq_mul]
  refine ⟨fun a => ?_, fun a b => ?_, fun a b c => ?_⟩
  · have e := hc (slash γ a)
    rw [h2, trace_smul, smul_eq_mul] at e
    linear_combination (-1 / 6) * e
  · have e := congrArg trace (slash_anticomm h a b)
    rw [trace_add, trace_mul_comm (slash γ b) (slash γ a), trace_smul, trace_one,
      smul_eq_mul, Fintype.card_fin] at e
    push_cast at e
    linear_combination e / 2
  · have e1 := hc (slash γ a * slash γ b * slash γ c)
    have e2 := hc (slash γ c * slash γ b * slash γ a)
    rw [h4, trace_smul, smul_eq_mul] at e1 e2
    linear_combination (-1 / 3) * e1 + (1 / 6) * e2
```

Cyclicity gives $\mathrm{Tr}\,C(X)=4\mathrm{Tr}\,X$. So $-2\mathrm{Tr}\not a=4\mathrm{Tr}\not a$, hence zero; three slashes vanish by using both orders. The anticommutator gives $\mathrm{Tr}\not a\not b=4a\cdot b$.

```lean
/-- The numerator trace in the square of a single diagram with intermediate momentum `q`, for
arbitrary vectors. -/
theorem trace_direct (h : IsDirac γ) (u p q : Fin 4 → ℂ) (m : ℂ) :
    trace ((slash γ u + m • 1) * contract γ ((slash γ q + m • 1) *
      contract γ (slash γ p + m • 1) * (slash γ q + m • 1)))
    = 4 * (8 * mdot q p * mdot u q - 4 * mdot q q * mdot u p + 4 * m ^ 2 * mdot u p
      - 16 * m ^ 2 * (mdot u q + mdot q p) + 16 * m ^ 2 * mdot q q + 16 * m ^ 4) := by
  obtain ⟨h1, h2, -, -⟩ := contract_products h
  obtain ⟨t1, t2, -⟩ := trace_products h
  have hqp := slash_anticomm h q p
  have hqq : slash γ q * slash γ q = mdot q q • (1 : DMat) := by
    linear_combination (norm := module) (1 / 2 : ℂ) • slash_anticomm h q q
  have e1 := congrArg (· * slash γ q) hqp
  simp only [add_mul, smul_mul_assoc, one_mul, mul_assoc, hqq, mul_smul_comm, mul_one] at e1
  -- the matrix between the outer vertices is a combination of two slashed vectors and 1
  have e : (slash γ q + m • 1) * contract γ (slash γ p + m • 1) * (slash γ q + m • 1)
      = (8 * m ^ 2 - 4 * mdot q p) • slash γ q + (2 * mdot q q - 2 * m ^ 2) • slash γ p
        + (4 * m * mdot q q - 4 * m * mdot q p + 4 * m ^ 3) • (1 : DMat) := by
    simp only [map_add, map_smul, h1, h2, add_mul, mul_add, smul_mul_assoc, mul_smul_comm,
      mul_one, one_mul, mul_assoc]
    linear_combination (norm := module) (-2 : ℂ) • e1 + (-2 * m) • hqp + (4 * m) • hqq
  rw [e]
  simp only [map_add, map_smul, h1, h2, add_mul, mul_add, smul_mul_assoc, mul_smul_comm,
    mul_one, one_mul, trace_add, trace_smul, trace_one, t1, t2, smul_eq_mul,
    Fintype.card_fin, Nat.cast_ofNat]
  ring
```

Since $C(\not p+m)=-2\not p+4m$, the inner product reduces to

$$(8m^2-4q\cdot p)\not q+(2q^2-2m^2)\not p+4m(q^2-q\cdot p+m^2).$$

Contract again, multiply by $\not u+m$ and trace.

```lean
/-- The numerator trace in the interference of two diagrams with intermediate momenta `q` and `r`,
for arbitrary vectors. -/
theorem trace_crossed (h : IsDirac γ) (u p q r : Fin 4 → ℂ) (m : ℂ) :
    trace ((slash γ u + m • 1) * ∑ ν, eta ν • (contract γ ((slash γ q + m • 1) * γ ν *
      (slash γ p + m • 1)) * (slash γ r + m • 1) * γ ν))
    = 4 * (-8 * mdot q r * mdot u p + 4 * m ^ 2 * (mdot u p + mdot u q + mdot u r
      + mdot p q + mdot p r + mdot q r) - 8 * m ^ 4) := by
  obtain ⟨h1, h2, h3, h4⟩ := contract_products h
  obtain ⟨t1, t2, t3⟩ := trace_products h
  -- contract the first photon index
  have hin : ∀ ν, contract γ ((slash γ q + m • 1) * γ ν * (slash γ p + m • 1))
      = (-2 : ℂ) • (slash γ p * γ ν * slash γ q)
        + (2 * m) • (slash γ q * γ ν + γ ν * slash γ q)
        + (2 * m) • (γ ν * slash γ p + slash γ p * γ ν) + (-2 * m ^ 2) • γ ν := by
    intro ν
    obtain ⟨e, he⟩ : ∃ e, γ ν = slash γ e :=
      ⟨fun μ => if μ = ν then eta ν else 0, by simp [slash, eta_sq]⟩
    rw [he, slash_anticomm h q e, slash_anticomm h e p]
    simp only [add_mul, mul_add, smul_mul_assoc, mul_smul_comm, mul_one, one_mul, map_add,
      map_smul, h2, h3, h4]
    module
  -- contract the second one
  have hsum : ∀ R : DMat, ∑ ν, eta ν • (contract γ ((slash γ q + m • 1) * γ ν *
      (slash γ p + m • 1)) * R * γ ν)
      = (-2 : ℂ) • (slash γ p * contract γ (slash γ q * R))
        + (2 * m) • (slash γ q * contract γ R + contract γ (slash γ q * R))
        + (2 * m) • (contract γ (slash γ p * R) + slash γ p * contract γ R)
        + (-2 * m ^ 2) • contract γ R := by
    intro R
    have hC : ∀ X, contract γ X = ∑ ν, eta ν • (γ ν * X * γ ν) := fun _ => rfl
    simp only [hin]
    simp only [hC, Finset.mul_sum, Finset.smul_sum, ← Finset.sum_add_distrib]
    refine Finset.sum_congr rfl fun ν _ => ?_
    simp only [add_mul, smul_mul_assoc, mul_smul_comm, mul_assoc]
    module
  rw [hsum]
  simp only [map_add, map_smul, h1, h2, h3, add_mul, mul_add, smul_add, smul_mul_assoc,
    mul_smul_comm, mul_one, one_mul, ← mul_assoc, trace_add, trace_smul, trace_one, t1, t2,
    t3, smul_eq_mul, Fintype.card_fin, Nat.cast_ofNat]
  ring
```

The inner contraction is

$$-2\not p\gamma^\nu\not q+4m(q^\nu+p^\nu)-2m^2\gamma^\nu.$$

Multiplying by $(\not r+m)\gamma_\nu$ and summing gives

$$-2\not p(4q\cdot r-2m\not q)+4m(\not r+m)(\not q+\not p)-2m^2(-2\not r+4m),$$

then trace with $\not u+m$.

```lean
/-- Compton scattering at tree level: for momentum conservation, electrons of mass `m`, null
photon momenta and nonzero `p.k` and `p.k'`, the spin average depends only on these two
products and the mass. -/
theorem compton_trace (h : IsDirac γ) {p k p' k' : Fin 4 → ℂ} {m : ℂ}
    (hcons : p + k = p' + k') (hp : mdot p p = m ^ 2) (hp' : mdot p' p' = m ^ 2)
    (hk : mdot k k = 0) (hk' : mdot k' k' = 0) (hA : mdot p k ≠ 0) (hB : mdot p k' ≠ 0) :
    spinAverage γ p k p' k' m = 2 * (mdot p k / mdot p k' + mdot p k' / mdot p k
      + 2 * m ^ 2 * (1 / mdot p k - 1 / mdot p k')
      + m ^ 4 * (1 / mdot p k - 1 / mdot p k') ^ 2) := by
  have hC : ∀ X, contract γ X = ∑ ν, eta ν • (γ ν * X * γ ν) := fun _ => rfl
  -- squares and interferences as double sums over the photon indices
  have hD : ∀ U P S : DMat, trace (U * contract γ (S * contract γ P * S))
      = ∑ μ, ∑ ν, eta μ * eta ν * trace (U * (γ μ * S * γ ν) * P * (γ ν * S * γ μ)) := by
    intro U P S
    simp only [hC, Finset.mul_sum, Finset.sum_mul, Finset.smul_sum, mul_smul_comm,
      smul_mul_assoc, trace_sum, trace_smul, smul_eq_mul, mul_assoc]
  have hX : ∀ U P S R : DMat,
      trace (U * ∑ ν, eta ν • (contract γ (S * γ ν * P) * R * γ ν))
      = ∑ ν, ∑ μ, eta ν * eta μ * trace (U * (γ μ * S * γ ν) * P * (γ μ * R * γ ν)) := by
    intro U P S R
    simp only [hC, Finset.mul_sum, Finset.sum_mul, Finset.smul_sum, mul_smul_comm,
      smul_mul_assoc, trace_sum, trace_smul, smul_eq_mul, mul_assoc]
  have hexp : ∀ (U P M₁ M₂ N₁ N₂ : DMat) (a b : ℂ),
      trace (U * (a • M₁ - b • M₂) * P * (a • N₁ - b • N₂))
      = a ^ 2 * trace (U * M₁ * P * N₁) - a * b * trace (U * M₁ * P * N₂)
        - a * b * trace (U * M₂ * P * N₁) + b ^ 2 * trace (U * M₂ * P * N₂) := by
    intro U P M₁ M₂ N₁ N₂ a b
    simp only [mul_sub, sub_mul, mul_smul_comm, smul_mul_assoc, trace_sub, trace_smul,
      smul_eq_mul]
    ring
  have total : ∀ (U P S R : DMat) (a b : ℂ), ∑ μ, ∑ ν, eta μ * eta ν *
      trace (U * (a • (γ μ * S * γ ν) - b • (γ ν * R * γ μ)) * P *
        (a • (γ ν * S * γ μ) - b • (γ μ * R * γ ν)))
      = a ^ 2 * trace (U * contract γ (S * contract γ P * S))
        - a * b * trace (U * ∑ ν, eta ν • (contract γ (S * γ ν * P) * R * γ ν))
        - a * b * trace (U * ∑ ν, eta ν • (contract γ (R * γ ν * P) * S * γ ν))
        + b ^ 2 * trace (U * contract γ (R * contract γ P * R)) := by
    intro U P S R a b
    have x1 := (hX U P S R).trans Finset.sum_comm
    have x2 := (hD U P R).trans Finset.sum_comm
    rw [hD U P S, x1, hX U P R S, x2]
    simp only [Finset.mul_sum, ← Finset.sum_sub_distrib, ← Finset.sum_add_distrib]
    refine Finset.sum_congr rfl fun μ _ => Finset.sum_congr rfl fun ν _ => ?_
    rw [hexp]
    ring
  unfold spinAverage amp ampRev
  rw [total, trace_direct h, trace_direct h, trace_crossed h, trace_crossed h]
  -- kinematics: all products reduce to the mass, p.k and p.k'
  have al : ∀ a b c, mdot (a + b) c = mdot a c + mdot b c := by
    intro a b c
    simp only [mdot, Fin.sum_univ_four, Pi.add_apply]
    ring
  have sl : ∀ a b c, mdot (a - b) c = mdot a c - mdot b c := by
    intro a b c
    simp only [mdot, Fin.sum_univ_four, Pi.sub_apply]
    ring
  have cm : ∀ a b, mdot a b = mdot b a := by
    intro a b
    simp only [mdot, Fin.sum_univ_four]
    ring
  have ar : ∀ a b c, mdot c (a + b) = mdot c a + mdot c b := by
    intro a b c
    rw [cm, al, cm a, cm b]
  have sr : ∀ a b c, mdot c (a - b) = mdot c a - mdot c b := by
    intro a b c
    rw [cm, sl, cm a, cm b]
  obtain rfl : p' = p + k - k' := eq_sub_of_add_eq hcons.symm
  simp only [al, sl, ar, sr, cm k p, cm k' p, cm k' k] at hp' ⊢
  have hkk : mdot k k' = mdot p k - mdot p k' := by
    linear_combination (-1 / 2) * hp' + (1 / 2) * hp + (1 / 2) * hk + (1 / 2) * hk'
  simp only [hp, hk, hk', hkk]
  field_simp
  ring
```

`total` separates squares from interferences. Set $u=p'$, $q=p+k$, $r=p-k'$. The shell condition on $p'$ gives $k\cdot k'=A-B$, so the squares are $32(m^4+m^2A+AB)$ and $32(m^4-m^2B+AB)$, and each interference is $16m^2(2m^2+A-B)$. Weighting them by $1/4A^2$, $1/4B^2$ and $-1/4AB$, then dividing by four, gives $F$; `field_simp` and `ring` do this algebra.

```lean
/-- The Klein-Nishina factor: for an electron of nonzero mass at rest, nonzero photon energies `ω`
and `ω'`, scattering angle `θ`, momentum conservation, and a recoiling electron on its mass shell.
-/
theorem klein_nishina (h : IsDirac γ) {p k p' k' : Fin 4 → ℂ} {m ω ω' θ : ℂ}
    (hm : m ≠ 0) (hω : ω ≠ 0) (hω' : ω' ≠ 0)
    (hp : p = ![m, 0, 0, 0]) (hk : k = ![ω, 0, 0, ω])
    (hk' : k' = ![ω', ω' * Complex.sin θ, 0, ω' * Complex.cos θ])
    (hcons : p + k = p' + k') (hp' : mdot p' p' = m ^ 2) :
    spinAverage γ p k p' k' m = 2 * (ω' / ω + ω / ω' - Complex.sin θ ^ 2) := by
  have hsc := Complex.sin_sq_add_cos_sq θ
  have d4 : ∀ a b, mdot a b = a 0 * b 0 - a 1 * b 1 - a 2 * b 2 - a 3 * b 3 := by
    intro a b
    simp [mdot, eta, Fin.sum_univ_four]
    ring
  have hpp : mdot p p = m ^ 2 := by
    rw [d4, hp]
    change m * m - 0 * 0 - 0 * 0 - 0 * 0 = m ^ 2
    ring
  have hkk : mdot k k = 0 := by
    rw [d4, hk]
    change ω * ω - 0 * 0 - 0 * 0 - ω * ω = 0
    ring
  have hkk' : mdot k' k' = 0 := by
    rw [d4, hk']
    change ω' * ω' - ω' * Complex.sin θ * (ω' * Complex.sin θ) - 0 * 0
      - ω' * Complex.cos θ * (ω' * Complex.cos θ) = 0
    linear_combination (-ω' ^ 2) * hsc
  have hA : mdot p k = m * ω := by
    rw [d4, hp, hk]
    change m * ω - 0 * 0 - 0 * 0 - 0 * ω = m * ω
    ring
  have hB : mdot p k' = m * ω' := by
    rw [d4, hp, hk']
    change m * ω' - 0 * (ω' * Complex.sin θ) - 0 * 0 - 0 * (ω' * Complex.cos θ) = m * ω'
    ring
  -- the Compton shift follows from the mass shell of the recoiling electron
  have hshift : m * (ω - ω') = ω * ω' * (1 - Complex.cos θ) := by
    have e := hp'
    rw [eq_sub_of_add_eq hcons.symm, d4, hp, hk, hk'] at e
    change (m + ω - ω') * (m + ω - ω')
      - (0 + 0 - ω' * Complex.sin θ) * (0 + 0 - ω' * Complex.sin θ)
      - (0 + 0 - 0) * (0 + 0 - 0)
      - (0 + ω - ω' * Complex.cos θ) * (0 + ω - ω' * Complex.cos θ) = m ^ 2 at e
    linear_combination (1 / 2) * e + (ω' ^ 2 / 2) * hsc
  have hd : 1 / (m * ω) - 1 / (m * ω') = -(1 - Complex.cos θ) / m ^ 2 := by
    rw [div_sub_div _ _ (mul_ne_zero hm hω) (mul_ne_zero hm hω'),
      div_eq_div_iff (mul_ne_zero (mul_ne_zero hm hω) (mul_ne_zero hm hω'))
        (pow_ne_zero 2 hm)]
    linear_combination (-m ^ 3) * hshift + m ^ 2 * (m - 1) * hshift
  have e : m ^ 2 * (1 / (m * ω) - 1 / (m * ω')) = -(1 - Complex.cos θ) := by
    rw [hd, mul_div_cancel₀ _ (pow_ne_zero 2 hm)]
  rw [compton_trace h hcons hpp hp' hkk hkk' (by rw [hA]; exact mul_ne_zero hm hω)
    (by rw [hB]; exact mul_ne_zero hm hω'), hA, hB, mul_div_mul_left _ _ hm,
    mul_div_mul_left _ _ hm]
  generalize 1 / (m * ω) - 1 / (m * ω') = D at e ⊢
  linear_combination 4 * e + 2 * (m ^ 2 * D - (1 - Complex.cos θ)) * e + 2 * hsc
```

At rest, $A=m\omega$ and $B=m\omega'$. The shell condition gives $m(\omega-\omega')=\omega\omega'(1-\cos\theta)$, so $m^2(1/A-1/B)=-(1-\cos\theta)$. The mass terms become $-2(1-\cos\theta)+(1-\cos\theta)^2=-\sin^2\theta$.

For unpolarised photons and free, unpolarised electrons at rest, with final spins and polarisations summed, a lowest-order cross-section calculation inserts this as $d\sigma/d\Omega=(\alpha^2/4m^2)(\omega'/\omega)^2F$, with $\hbar=c=1$ and fine-structure constant $\alpha$.

```lean
/-- The integer entries of the Dirac representation, with a factor `i` taken out of `γ²`. -/
def diracInt : Fin 4 → Matrix (Fin 4) (Fin 4) ℤ :=
  ![!![1, 0, 0, 0; 0, 1, 0, 0; 0, 0, -1, 0; 0, 0, 0, -1],
    !![0, 0, 0, 1; 0, 0, 1, 0; 0, -1, 0, 0; -1, 0, 0, 0],
    !![0, 0, 0, -1; 0, 0, 1, 0; 0, 1, 0, 0; -1, 0, 0, 0],
    !![0, 0, 1, 0; 0, 0, 0, -1; -1, 0, 0, 0; 0, 1, 0, 0]]
```

Integer entries, with $i$ removed from $\gamma^2$.

```lean
/-- The Dirac matrices in the Dirac representation. -/
def diracRep (μ : Fin 4) : DMat :=
  (![1, 1, Complex.I, 1] : Fin 4 → ℂ) μ • (Int.castRingHom ℂ).mapMatrix (diracInt μ)
```

The factor is restored.

```lean
/-- The Dirac representation satisfies the Clifford relation. -/
theorem isDirac_witness : IsDirac diracRep := by
  intro μ ν
  have hN : ∀ μ ν, diracInt μ * diracInt ν + diracInt ν * diracInt μ
      = ((if μ = ν then 2 * (![1, -1, 1, -1] : Fin 4 → ℤ) μ else 0 : ℤ) :
        Matrix (Fin 4) (Fin 4) ℤ) := by
    decide +kernel
  have e := congrArg (Int.castRingHom ℂ).mapMatrix (hN μ ν)
  rw [map_add, map_mul, map_mul, map_intCast] at e
  have hc : ∀ z : ℤ, (z : DMat) = (z : ℂ) • (1 : DMat) := fun z =>
    (zsmul_one z).symm.trans (Int.cast_smul_eq_zsmul ℂ z (1 : DMat)).symm
  have e2 : diracRep μ * diracRep ν + diracRep ν * diracRep μ
      = ((![1, 1, Complex.I, 1] : Fin 4 → ℂ) μ * (![1, 1, Complex.I, 1] : Fin 4 → ℂ) ν) •
        ((Int.castRingHom ℂ).mapMatrix (diracInt μ) * (Int.castRingHom ℂ).mapMatrix (diracInt ν)
        + (Int.castRingHom ℂ).mapMatrix (diracInt ν) *
          (Int.castRingHom ℂ).mapMatrix (diracInt μ)) := by
    simp only [diracRep, smul_mul_assoc, mul_smul_comm]
    module
  rw [e2, e, hc, smul_smul]
  congr 1
  fin_cases μ <;> fin_cases ν <;> simp [eta]

end ComptonScattering
```

`decide +kernel` checks the integer anticommutators; restoring $i$ fixes the sign. Matrices satisfying `IsDirac` therefore exist.

```lean
#print axioms ComptonScattering.klein_nishina
```

```
'ComptonScattering.klein_nishina' depends on axioms: [propext, Classical.choice, Quot.sound]
```
